# In RPA, a low-energy model fed with the fully screened W counts its own screening twice

In the constrained random-phase approximation (constrained RPA), the polarization of a material is split into two parts. The target polarization D comes from transitions among the few orbitals kept in a low-energy model, such as a Hubbard model. The rest polarization R comes from all other transitions. D and R are often written P_d and P_r. With v the bare Coulomb interaction, two screened interactions are defined:

U = (1 − vR)⁻¹ v
W = (1 − v(R + D))⁻¹ v

The physical question is which of them to hand to the model, whose electrons also screen. Treated in RPA, the model turns an interaction X into (1 − XD)⁻¹ X. Starting from U this gives W. Starting from W it gives v screened by R + 2D.

Read v, R and D as square matrices in one common basis, at one frequency. Spin factors are included in the polarizations, and a static polarization is negative in this sign convention.

```lean
import Mathlib

namespace ConstrainedRPA

variable {A : Type*} [Ring A]
```

`A` is any ring: its elements can be added, subtracted and multiplied, and the order of factors may matter. Square matrices are the case of interest. No dimension, symmetry or explicit formula for the polarizations is assumed.

```lean
/-- The interaction `v` screened by the polarization `P`, that is `(1 - v P)⁻¹ v`. Where `1 - v P`
is not invertible, its value is 0 by convention. -/
noncomputable def screened (v P : A) : A := Ring.inverse (1 - v * P) * v
```

`screened v P` is (1 − vP)⁻¹ v for a general polarization P. Thus U is `screened v R` and W is `screened v (R + D)`. Lean's `Ring.inverse` returns 0 for an element without an inverse, so the definition has its physical meaning only where 1 − vP is invertible.

## The Dyson equation

```lean
/-- If `1 - v P` is invertible, multiplying the screened interaction by it
gives back the bare interaction `v`. -/
theorem dielectric_mul_screened {v P : A} (h : IsUnit (1 - v * P)) :
    (1 - v * P) * screened v P = v := by
  rw [screened, ← mul_assoc, Ring.mul_inverse_cancel _ h, one_mul]
```

The hypothesis `h : IsUnit (1 - v * P)` says that 1 − vP, the RPA dielectric matrix, has a two-sided inverse. Physically, the system has no self-sustained charge response at the frequency considered. Multiplying the definition from the left by 1 − vP gives

(1 − vP) · `screened v P` = v.

```lean
/-- If `1 - v P` is invertible, the screened interaction is the one and only solution
of the Dyson equation `X = v + v P X`. -/
theorem dyson_iff {v P : A} (h : IsUnit (1 - v * P)) (X : A) :
    X = v + v * P * X ↔ X = screened v P := by
  constructor
  · intro e
    have hX : (1 - v * P) * X = v := by
      linear_combination (norm := noncomm_ring) e
    calc X = Ring.inverse (1 - v * P) * ((1 - v * P) * X) := by
          rw [← mul_assoc, Ring.inverse_mul_cancel _ h, one_mul]
      _ = screened v P := by rw [hX, screened]
  · rintro rfl
    linear_combination (norm := noncomm_ring) dielectric_mul_screened h
```

The sign `↔` means "if and only if". The theorem says that the Dyson equation X = v + vPX has exactly one solution, the screened interaction. By hand, move the last term to the left:

(1 − vP) X = v,

and multiply by the inverse from the left. Reversing the steps gives the other direction.

The tactic `linear_combination (norm := noncomm_ring)` does the rearranging: it combines known equations and checks what remains by algebra that respects the order of factors.

## Screening in two steps

```lean
/-- Let `1 - v P` be invertible and `U` be `v` screened by `P`. Then `1 - U Q` is invertible
exactly when `1 - v (P + Q)` is. -/
theorem isUnit_second_step_iff {v P : A} (h : IsUnit (1 - v * P)) (Q : A) :
    IsUnit (1 - screened v P * Q) ↔ IsUnit (1 - v * (P + Q)) := by
  have hU := dielectric_mul_screened h
  -- the dielectric function of the total polarization factorizes
  have factor : (1 - v * P) * (1 - screened v P * Q) = 1 - v * (P + Q) := by
    linear_combination (norm := noncomm_ring) -(hU * Q)
  obtain ⟨u, hu⟩ := h
  rw [← factor, ← hu, Units.isUnit_units_mul]
```

Here P and Q are any two polarizations, and U stands for v screened by P. By the previous identity, (1 − vP)U = v, so

(1 − vP)(1 − UQ) = 1 − vP − (1 − vP)UQ
= 1 − vP − vQ
= 1 − v(P + Q).

This is `factor` in the code. Since the first factor is invertible, the second is invertible exactly when the product is. The second screening step is therefore well defined exactly when screening by the total polarization is.

```lean
/-- Screening first by `P` and then by `Q` is screening by `P + Q`, provided `1 - v P` and
`1 - v (P + Q)` are invertible. -/
theorem screened_screened {v P Q : A} (h : IsUnit (1 - v * P))
    (h' : IsUnit (1 - v * (P + Q))) :
    screened (screened v P) Q = screened v (P + Q) := by
  have hU := dielectric_mul_screened h
  have hW := (dyson_iff h' _).2 rfl
  -- the fully screened interaction solves the Dyson equation that starts from `U`
  refine ((dyson_iff ((isUnit_second_step_iff h Q).2 h') _).1 ?_).symm
  apply h.mul_left_cancel
  linear_combination (norm := noncomm_ring) hW - hU - hU * (Q * screened v (P + Q))
```

Screening by P and then by Q equals screening by P + Q. Write W for v screened by P + Q; for P = R and Q = D, U and W are the interactions defined at the start. The Dyson equation for W is

W = v + v(P + Q)W,

hence

(1 − vP)W = v + vQW.

On the other side, (1 − vP)U = v gives

(1 − vP)(U + UQW) = v + vQW.

The right-hand sides agree. Cancelling the invertible factor 1 − vP leaves

W = U + UQW.

This is the Dyson equation that starts from U, and its only solution is U screened by Q. In the code, `h.mul_left_cancel` is the cancellation, and `dyson_iff` supplies both the equation for W and the uniqueness.

## U returns W, and W returns R + 2D

```lean
/-- Let `1 - v R`, `1 - v (R + D)` and `1 - v (R + 2 D)` be invertible, and let `U` and `W` be
`v` screened by `R` and by `R + D`. Screening `U` by the target polarization `D` gives `W`,
whereas screening `W` by `D` gives `v` screened by `R + 2 D`; both steps are well defined. -/
theorem target_screening_counted_twice {v R D : A} (h0 : IsUnit (1 - v * R))
    (h1 : IsUnit (1 - v * (R + D))) (h2 : IsUnit (1 - v * (R + 2 * D))) :
    (IsUnit (1 - screened v R * D) ∧
      screened (screened v R) D = screened v (R + D)) ∧
    (IsUnit (1 - screened v (R + D) * D) ∧
      screened (screened v (R + D)) D = screened v (R + 2 * D)) := by
  have e : R + 2 * D = R + D + D := by rw [two_mul, add_assoc]
  rw [e] at h2 ⊢
  exact ⟨⟨(isUnit_second_step_iff h0 D).2 h1, screened_screened h0 h1⟩,
    ⟨(isUnit_second_step_iff h1 D).2 h2, screened_screened h1 h2⟩⟩
```

The three hypotheses say that the dielectric matrices for R, R + D and R + 2D are invertible. The first two belong to the rest system and the full system. The third belongs to a fictitious system with the target polarization counted twice, and its invertibility is assumed separately.

The conclusion has two halves, joined by `∧` ("and"). In ordinary notation:

(1 − UD)⁻¹ U = W
(1 − WD)⁻¹ W = (1 − v(R + 2D))⁻¹ v

Each half also states that the inverse on its left exists. By hand, take P = R and Q = D in the two-step rule for the first line. For the second, take P = R + D and Q = D, and use R + D + D = R + 2D. The proof makes these two substitutions in `screened_screened` and, for the existence of the inverses, in `isUnit_second_step_iff`.

This bears on calculations that pass a screened interaction to a Hubbard-type model, as long as the model's response is itself taken in RPA. The step from here to a real calculation is the assumption that the model solver screens exactly as (1 − XD)⁻¹ X, with the same D that was removed from the full polarization. A solver that goes beyond RPA departs from it. An RPA solver that uses the static U at all frequencies keeps this form, but it is guaranteed to return W only at frequencies where U equals its static value. The theorem also takes the interaction matrix whole: a Hubbard model that keeps only the on-site elements of U is not guaranteed to return W.

```lean
/-- Let `U` be `v` screened by `R`. Screening `U` by the target polarization `D` a number `n` of
times in succession gives `v` screened by `R + n D`, provided `1 - v (R + k D)` is invertible for
every `k` up to `n`. -/
theorem repeated_target_screening {v R D : A} (n : ℕ)
    (h : ∀ k : ℕ, k ≤ n → IsUnit (1 - v * (R + (k : A) * D))) :
    (fun X => screened X D)^[n] (screened v R) = screened v (R + (n : A) * D) := by
  induction n with
  | zero => simp
  | succ n ih =>
    have e : R + ((n + 1 : ℕ) : A) * D = R + (n : A) * D + D := by
      rw [Nat.cast_succ, add_mul, one_mul, add_assoc]
    have h' := h (n + 1) le_rfl
    rw [e] at h'
    rw [Function.iterate_succ_apply', ih (fun k hk => h k (by omega)), e]
    exact screened_screened (h n (by omega)) h'
```

The notation `^[n]` means "apply n times". Starting from U, n successive target screenings give v screened by R + nD, provided that every stage from k = 0 to k = n has an invertible dielectric matrix. For n = 0 this is U, for n = 1 it is W, and for n = 2 it is the doubly counted interaction. The proof is by induction: one more application of the two-step rule turns R + nD into R + (n + 1)D.

```lean
/-- Unscreening: if `1 - v R` and `1 - v (R + D)` are invertible, screening `W` by `-D` gives back
the model interaction `U`, where `W` and `U` are `v` screened by `R + D` and by `R`. -/
theorem unscreening {v R D : A} (h0 : IsUnit (1 - v * R))
    (h1 : IsUnit (1 - v * (R + D))) :
    screened (screened v (R + D)) (-D) = screened v R := by
  have e : R + D + -D = R := add_neg_cancel_right R D
  rw [screened_screened h1 (by rwa [e]), e]
```

Target screening can also be removed. Taking P = R + D and Q = −D in the two-step rule gives

(1 + WD)⁻¹ W = U,

because R + D − D = R. Thus U can be obtained from W and D. The inverse exists by the factorization above, since 1 − vR is invertible.

## When the double counting changes nothing

```lean
/-- If `1 - v (R + D)` and `1 - v (R + 2 D)` are invertible, the doubly counted interaction equals
`W` exactly when `W D W = 0`. Here `W` is `v` screened by `R + D`, and the doubly counted
interaction is `v` screened by `R + 2 D`. -/
theorem double_counting_harmless_iff {v R D : A} (h1 : IsUnit (1 - v * (R + D)))
    (h2 : IsUnit (1 - v * (R + 2 * D))) :
    screened v (R + 2 * D) = screened v (R + D) ↔
      screened v (R + D) * D * screened v (R + D) = 0 := by
  have e : R + 2 * D = R + D + D := by rw [two_mul, add_assoc]
  rw [e] at h2 ⊢
  rw [← screened_screened h1 h2]
  -- compare `W` with the Dyson equation that starts from `W`
  have key := dyson_iff ((isUnit_second_step_iff h1 D).2 h2) (screened v (R + D))
  constructor
  · intro h
    linear_combination (norm := noncomm_ring) -(key.2 h.symm)
  · intro h
    exact (key.1 (by rw [h, add_zero])).symm
```

The doubly counted interaction is the unique solution of

X = W + WDX.

It equals W exactly when W itself solves this equation, W = W + WDW, which means WDW = 0. The code calls this instance of the Dyson equation `key` and reads it in both directions.

```lean
/-- Let `v`, `1 - v (R + D)` and `1 - v (R + 2 D)` be invertible. Then `v` screened by `R + 2 D`
equals `v` screened by `R + D` exactly when the target polarization `D` is zero. -/
theorem double_counting_harmless_iff_of_isUnit {v R D : A} (hv : IsUnit v)
    (h1 : IsUnit (1 - v * (R + D))) (h2 : IsUnit (1 - v * (R + 2 * D))) :
    screened v (R + 2 * D) = screened v (R + D) ↔ D = 0 := by
  have hW : IsUnit (screened v (R + D)) := by
    have hm := dielectric_mul_screened h1
    obtain ⟨u, hu⟩ := h1
    rw [← hu] at hm
    rw [← Units.isUnit_units_mul u, hm]
    exact hv
  rw [double_counting_harmless_iff h1 h2, hW.mul_left_eq_zero, hW.mul_right_eq_zero]
```

If v is invertible, so is W: the relation (1 − v(R + D))W = v expresses W as the product of an inverse and v. In WDW = 0 both outer factors can then be removed, which leaves D = 0. The lemmas `mul_left_eq_zero` and `mul_right_eq_zero` remove them one after the other. For invertible v, any non-zero target polarization therefore makes the doubly counted interaction differ from W.

## One orbital: the repulsion comes out too small

```lean
/-- A single orbital with repulsion `v > 0`, rest polarization `-r` with `r ≥ 0` and target
polarization `-d` with `d > 0`. Let `W` be `v` screened by `-r - d`. Screening `W` once more by the
target gives `v / (1 + v (r + 2 d))`, which is strictly smaller than `W`. -/
theorem single_orbital_overscreening {v r d : ℝ} (hv : 0 < v) (hr : 0 ≤ r) (hd : 0 < d) :
    screened (screened v (-r + -d)) (-d) = v / (1 + v * (r + 2 * d)) ∧
      v / (1 + v * (r + 2 * d)) < screened v (-r + -d) := by
  have closed : ∀ p : ℝ, screened v (-p) = v / (1 + v * p) := by
    intro p
    have e : 1 - v * -p = 1 + v * p := by ring
    rw [screened, Ring.inverse_eq_inv, e, div_eq_mul_inv, mul_comm]
  have unit : ∀ p : ℝ, 0 ≤ p → IsUnit (1 - v * -p) := by
    intro p hp
    have hpos : 0 < 1 - v * -p := by
      have := mul_nonneg hv.le hp
      linarith
    exact isUnit_iff_ne_zero.2 hpos.ne'
  have e1 : -r + -d = -(r + d) := by ring
  have e2 : -(r + d) + -d = -(r + 2 * d) := by ring
  rw [e1]
  constructor
  · rw [screened_screened (unit _ (by linarith))
      (by rw [e2]; exact unit _ (by linarith)), e2, closed]
  · rw [closed]
    have hrd : 0 < v * (r + d) := mul_pos hv (by linarith)
    have hvd : 0 < v * d := mul_pos hv hd
    exact div_lt_div_of_pos_left hv (by linarith) (by linarith)

end ConstrainedRPA
```

This is a toy model at zero frequency, with v, R and D each reduced to a single real number, so the ring is ℝ. An isolated orbital has no other orbital to make transitions to, so think of a partly filled band built from one orbital per site, at one non-zero wave vector. The polarizations are R = −r and D = −d with r ≥ 0 and d > 0, and the repulsion v is positive. For any p ≥ 0,

`screened v (-p)` = v / (1 + vp),

and the denominator is at least 1, so all the invertibility conditions hold and need not be assumed. Therefore

W = v / (1 + v(r + d)),

and screening W once more by the target gives

v / (1 + v(r + 2d)).

The second denominator exceeds the first by vd > 0, so the doubly counted repulsion is strictly smaller than W. In the proof, `closed` is the formula for one screening, `unit` supplies invertibility, and the last line compares two fractions with the same positive numerator.

With several orbitals, the theorems above say when the doubly counted interaction differs from W, but they give no ordering between the two matrices.

```lean
#print axioms ConstrainedRPA.target_screening_counted_twice
-- 'ConstrainedRPA.target_screening_counted_twice' depends on axioms: [propext, Classical.choice, Quot.sound]
#print axioms ConstrainedRPA.unscreening
-- 'ConstrainedRPA.unscreening' depends on axioms: [propext, Classical.choice, Quot.sound]
#print axioms ConstrainedRPA.double_counting_harmless_iff_of_isUnit
-- 'ConstrainedRPA.double_counting_harmless_iff_of_isUnit' depends on axioms: [propext, Classical.choice, Quot.sound]
#print axioms ConstrainedRPA.single_orbital_overscreening
-- 'ConstrainedRPA.single_orbital_overscreening' depends on axioms: [propext, Classical.choice, Quot.sound]
```
